# Any eightfold symmetric real array as two-electron integrals on a finite grid, with a free symmetric kernel

A Hartree-Fock program can be given its two-electron integrals as a list of numbers. If some list with the right permutation symmetry came from no orbitals and no interaction, a counter-example built on it might say nothing about electrons. For finitely many real orbitals on a finite grid this does not happen, provided that the interaction may be any real symmetric function of two grid points.

## Orbitals, grid and kernel

```lean
import Mathlib

open Finset

namespace IntegralRepresentability

noncomputable section

variable {ι X : Type*}
```

Let $p,q,r,s$ label $n$ orbitals, the elements of `ι`. A real array $g$ is eightfold symmetric if

$$g(p,q,r,s)=g(q,p,r,s)=g(p,q,s,r)=g(r,s,p,q).$$

The fields `bra` and `ket` refer to the first and second index pair, not to Dirac vectors.

```lean
/-- The eightfold permutation symmetry of real two-electron integrals in charge-density order:
exchange within the first pair, within the second pair, and of the two pairs. -/
structure EightfoldSymmetric (g : ι → ι → ι → ι → ℝ) : Prop where
  bra : ∀ p q r s, g p q r s = g q p r s
  ket : ∀ p q r s, g p q r s = g p q s r
  swap : ∀ p q r s, g p q r s = g r s p q
```

For real orbitals $f_p$ and a kernel $v$ on a finite set `X` of grid points, `eri f v p q r s` is

$$(pq|rs)=\sum_{x,y}f_p(x)f_q(x)\,v(x,y)\,f_r(y)f_s(y).$$

This is charge-density order: $p,q$ belong to electron 1. Each orbital value is taken to include the square root of its quadrature weight.

```lean
/-- The two-electron integral of real orbitals `f` on a finite grid, with interaction
kernel `v`: the densities `f p * f q` and `f r * f s` interact through `v`. -/
def eri [Fintype X] (f : ι → X → ℝ) (v : X → X → ℝ) (p q r s : ι) : ℝ :=
  ∑ x, ∑ y, f p x * f q x * v x y * f r y * f s y
```

The grid used below has $2n^2$ points $(a,b,\sigma)$, where $a,b$ are orbital labels and $\sigma=\pm1$ is a sign, not a spin.

```lean
/-- A grid point is a pair of orbital indices together with a sign. -/
abbrev Grid (ι : Type*) := ι × ι × Bool

/-- The sign carried by a grid point, `1` or `-1`. -/
def sgn : Bool → ℝ
  | true => 1
  | false => -1
```

On it live the unnormalised probe orbitals $P_p(a,b,\sigma)=\delta_{pa}+\sigma\delta_{pb}$.

```lean
/-- The probe orbital `p` has the value `δ_pa + σ δ_pb` at the grid point `(a, b, σ)`. -/
def probe [DecidableEq ι] (p : ι) (x : Grid ι) : ℝ :=
  (if p = x.1 then 1 else 0) + sgn x.2.2 * (if p = x.2.1 then 1 else 0)
```

Each array $g$ defines a kernel $k_g\big((a,b,\sigma),(c,d,\tau)\big)=\sigma\tau\,g(a,b,c,d)/16$, with $\tau=\pm1$ the sign of the second point.

```lean
/-- The kernel built from an array `g`: its value between `(a, b, σ)` and `(c, d, τ)` is
`σ τ g(a,b,c,d) / 16`. -/
def kernel (g : ι → ι → ι → ι → ℝ) (x y : Grid ι) : ℝ :=
  sgn x.2.2 * sgn y.2.2 * g x.1 x.2.1 y.1 y.2.1 / 16
```

## (a) Permuting the orbitals in an integral

Show that for a symmetric kernel

$$(pq|rs)=(qp|rs)=(pq|sr)=(rs|pq).$$

The first two equalities reorder real factors. For the third, exchange the names $x$ and $y$:

$$(pq|rs)=\sum_{x,y}f_r(x)f_s(x)\,v(y,x)\,f_p(y)f_q(y),$$

and use $v(y,x)=v(x,y)$.

Without the symmetry of $v$ the last equality can fail. Take two points $x_0,x_1$, let $f_i$ be 1 at $x_i$ and 0 at the other point, and let $v(x_0,x_1)=1$ be the only nonzero kernel value. Then $(00|11)=1$ but $(11|00)=0$.

In Lean, `Finset.sum_comm` exchanges the electrons and `hv` is the symmetry of $v$.

```lean
/-- Integrals of real orbitals with a symmetric kernel have the eightfold symmetry. -/
theorem eri_eightfold [Fintype X] (f : ι → X → ℝ) (v : X → X → ℝ)
    (hv : ∀ x y, v x y = v y x) : EightfoldSymmetric (eri f v) where
  bra p q r s := sum_congr rfl fun x _ => sum_congr rfl fun y _ => by ring
  ket p q r s := sum_congr rfl fun x _ => sum_congr rfl fun y _ => by ring
  swap p q r s := by
    -- relabel the two electrons
    simp only [eri]
    rw [Finset.sum_comm]
    refine sum_congr rfl fun y _ => sum_congr rfl fun x _ => ?_
    rw [hv x y]
    ring
```

## (b) Changing the scale of the orbitals

For $c\neq0$, show that

$$f_p\to f_p/c,\quad v\to c^4v\quad\text{leaves every }(pq|rs)\text{ unchanged}.$$

Each term contains four orbital factors, which contribute $c^{-4}$, and one kernel factor, which contributes $c^4$. `field_simp` does this cancellation term by term.

```lean
/-- Dividing all orbitals by a nonzero number `c` and multiplying the kernel by `c ^ 4`
leaves every two-electron integral unchanged. -/
theorem eri_rescale [Fintype X] (f : ι → X → ℝ) (v : X → X → ℝ) {c : ℝ} (hc : c ≠ 0) :
    eri (fun p x => f p x / c) (fun x y => c ^ 4 * v x y) = eri f v := by
  funext p q r s
  simp only [eri]
  refine sum_congr rfl fun x _ => sum_congr rfl fun y _ => ?_
  field_simp
```

## (c) Overlaps of the probes

Show that

$$\sum_x P_p(x)P_q(x)=4n\,\delta_{pq}.$$

Since $\sigma^2=1$, the product at $(a,b,\sigma)$ is

$$\delta_{pa}\delta_{qa}+\delta_{pb}\delta_{qb}+\sigma(\delta_{pa}\delta_{qb}+\delta_{pb}\delta_{qa}).$$

Summing over $\sigma$ removes the last bracket and doubles the rest. In each remaining term one label is free and gives a factor $n$, so the total is $2n\delta_{pq}+2n\delta_{pq}$. The step `h` is the sign sum, and `inner` is the sum over $b$.

```lean
/-- The probe orbitals are mutually orthogonal, and each has squared norm four times the
number of orbitals. -/
theorem probe_orthogonal [Fintype ι] [DecidableEq ι] (p q : ι) :
    ∑ x, probe p x * probe q x = 4 * (Fintype.card ι : ℝ) * (if p = q then 1 else 0) := by
  have d : ∑ a : ι, (if q = a then (1 : ℝ) else 0) * (if p = a then 1 else 0)
      = if p = q then 1 else 0 := by
    simp only [ite_mul, one_mul, zero_mul, Finset.sum_ite_eq, Finset.mem_univ, if_true]
  -- the two signs cancel the mixed terms
  have h : ∑ x, probe p x * probe q x = ∑ a : ι, ∑ b : ι,
      (2 * ((if q = a then (1 : ℝ) else 0) * (if p = a then 1 else 0))
        + 2 * ((if q = b then (1 : ℝ) else 0) * (if p = b then 1 else 0))) := by
    simp only [Fintype.sum_prod_type, Fintype.sum_bool, probe, sgn]
    exact sum_congr rfl fun a _ => sum_congr rfl fun b _ => by ring
  have inner : ∀ a : ι, ∑ b : ι,
      (2 * ((if q = a then (1 : ℝ) else 0) * (if p = a then 1 else 0))
        + 2 * ((if q = b then (1 : ℝ) else 0) * (if p = b then 1 else 0)))
      = (Fintype.card ι : ℝ) * (2 * ((if q = a then (1 : ℝ) else 0) * (if p = a then 1 else 0)))
        + 2 * (if p = q then 1 else 0) := by
    intro a
    rw [sum_add_distrib, sum_const, ← mul_sum, d, card_univ, nsmul_eq_mul]
  rw [h, sum_congr rfl fun a _ => inner a, sum_add_distrib, sum_const, ← mul_sum, ← mul_sum,
    d, card_univ, nsmul_eq_mul]
  ring
```

## (d) A signed sum over the grid

For any real two-index array $h$, show that

$$\sum_{a,b,\sigma}P_p(a,b,\sigma)P_q(a,b,\sigma)\,\sigma h(a,b)=2\big(h(p,q)+h(q,p)\big).$$

Multiply the product in (c) by $\sigma$. Now the diagonal terms carry the sign and cancel, while the mixed terms double:

$$\sum_{a,b}2(\delta_{pa}\delta_{qb}+\delta_{pb}\delta_{qa})h(a,b).$$

The deltas select the two entries. `key` records the sign sum, and `Finset.sum_ite_eq` evaluates the deltas.

```lean
/-- Summed against the signed values of a two-index array `h`, the product of the probes `p`
and `q` picks out the symmetrised entry `2 (h(p,q) + h(q,p))`. -/
theorem probe_filter [Fintype ι] [DecidableEq ι] (p q : ι) (h : ι → ι → ℝ) :
    ∑ x : Grid ι, probe p x * probe q x * (sgn x.2.2 * h x.1 x.2.1)
      = 2 * (h p q + h q p) := by
  -- the two signs cancel the diagonal terms
  have key : ∑ x : Grid ι, probe p x * probe q x * (sgn x.2.2 * h x.1 x.2.1)
      = ∑ a : ι, ∑ b : ι,
        ((if p = a then (1 : ℝ) else 0) * ((if q = b then (1 : ℝ) else 0) * (2 * h a b))
          + (if q = a then (1 : ℝ) else 0) * ((if p = b then (1 : ℝ) else 0) * (2 * h a b))) := by
    simp only [Fintype.sum_prod_type, Fintype.sum_bool, probe, sgn]
    exact sum_congr rfl fun a _ => sum_congr rfl fun b _ => by ring
  rw [key]
  simp only [sum_add_distrib, ← mul_sum]
  simp only [ite_mul, one_mul, zero_mul, Finset.sum_ite_eq, Finset.mem_univ, if_true]
  ring
```

## (e) Integrals of the probes

For eightfold symmetric $g$, show that the probes with kernel $k_g$ give

$$(pq|rs)=g(p,q,r,s).$$

Fix electron 1 at $(a,b,\sigma)$. By (d), the sum over electron 2 gives

$$\frac{\sigma}{16}\,2\big(g(a,b,r,s)+g(a,b,s,r)\big)=\frac{\sigma}{4}\,g(a,b,r,s).$$

Applying (d) to electron 1 with $h(a,b)=g(a,b,r,s)/4$ gives

$$\tfrac12\big(g(p,q,r,s)+g(q,p,r,s)\big)=g(p,q,r,s).$$

The Lean proof does the same: `inner` treats electron 2 with `hg.ket`, and the last lines treat electron 1 with `hg.bra`.

```lean
/-- For an eightfold symmetric array `g`, the integrals of the probe orbitals with the kernel
built from `g` are the entries of `g`. -/
theorem eri_probe [Fintype ι] [DecidableEq ι] {g : ι → ι → ι → ι → ℝ}
    (hg : EightfoldSymmetric g) : eri probe (kernel g) = g := by
  funext p q r s
  -- sum over the second electron
  have inner : ∀ x : Grid ι,
      ∑ y, probe p x * probe q x * kernel g x y * probe r y * probe s y
        = probe p x * probe q x * (sgn x.2.2 * (g x.1 x.2.1 r s / 4)) := by
    intro x
    have h := probe_filter r s (g x.1 x.2.1)
    rw [hg.ket x.1 x.2.1 s r] at h
    calc _ = ∑ y : Grid ι, (probe p x * probe q x * sgn x.2.2 / 16)
            * (probe r y * probe s y * (sgn y.2.2 * g x.1 x.2.1 y.1 y.2.1)) :=
          sum_congr rfl fun y _ => by simp only [kernel]; ring
      _ = _ := by rw [← mul_sum, h]; ring
  unfold eri
  rw [sum_congr rfl fun x _ => inner x]
  -- sum over the first electron
  refine (probe_filter p q (fun a b => g a b r s / 4)).trans ?_
  show 2 * (g p q r s / 4 + g q p r s / 4) = g p q r s
  rw [hg.bra q p r s]
  ring
```

## (f) One orthonormal set for all arrays

Find orbitals $f_p$, chosen before $g$, with

$$\sum_x f_p(x)f_q(x)=\delta_{pq},$$

such that every eightfold symmetric $g$ has a symmetric kernel $v$ with $(pq|rs)=g(p,q,r,s)$.

Take $f_p=P_p/\sqrt{4n}$, which is orthonormal by (c), and $v=(4n)^2k_g$, that is,

$$v\big((a,b,\sigma),(c,d,\tau)\big)=n^2\sigma\tau\,g(a,b,c,d).$$

It is symmetric because $g(a,b,c,d)=g(c,d,a,b)$. Parts (b) and (e) give the integrals. With no orbitals there is nothing to check, so `pos` derives $4n>0$ from a given orbital.

The result does not extend to every array when the kernel is fixed as the Coulomb kernel $1/|\mathbf r-\mathbf r'|$, as it is in a molecule. For one orbital, $g=-1$ is allowed here, whereas a Coulomb self-repulsion is positive.

```lean
/-- For a fixed finite set of orbital labels, one orthonormal set of real orbitals on a finite grid
realises every eightfold symmetric real array as two-electron integrals; only the real symmetric
kernel depends on the array. -/
theorem integral_representability [Fintype ι] [DecidableEq ι] :
    ∃ f : ι → Grid ι → ℝ,
      (∀ p q, ∑ x, f p x * f q x = if p = q then 1 else 0) ∧
      ∀ g : ι → ι → ι → ι → ℝ, EightfoldSymmetric g →
        ∃ v : Grid ι → Grid ι → ℝ, (∀ x y, v x y = v y x) ∧ eri f v = g := by
  have pos : ι → (0 : ℝ) < 4 * (Fintype.card ι : ℝ) := by
    intro p
    have h : (0 : ℝ) < (Fintype.card ι : ℝ) := by
      exact_mod_cast Fintype.card_pos_iff.mpr ⟨p⟩
    linarith
  refine ⟨fun p x => probe p x / Real.sqrt (4 * (Fintype.card ι : ℝ)), ?_, fun g hg =>
    ⟨fun x y => Real.sqrt (4 * (Fintype.card ι : ℝ)) ^ 4 * kernel g x y, ?_, ?_⟩⟩
  · intro p q
    simp only [div_mul_div_comm, Real.mul_self_sqrt (pos p).le]
    rw [← Finset.sum_div, probe_orthogonal, mul_div_cancel_left₀ _ (pos p).ne']
  · intro x y
    simp only [kernel]
    rw [hg.swap x.1 x.2.1 y.1 y.2.1]
    ring
  · funext p q r s
    rw [eri_rescale probe (kernel g) (Real.sqrt_pos.mpr (pos p)).ne', eri_probe hg]
```

## (g) Symmetry as the complete condition

Show that, on the grid of $2n^2$ points,

$$g\text{ eightfold symmetric}\iff g(p,q,r,s)=(pq|rs)\text{ for some real }f\text{ and real symmetric }v.$$

Part (f) gives the forward direction and (a) the reverse.

In a calculation with 10 real orbitals, a program can store one integral per symmetry class: 55 index pairs, hence $55\cdot56/2=1540$ numbers instead of $10^4$. While the kernel is free, no further equation ties these numbers together. A Hartree-Fock statement about all eightfold symmetric arrays therefore concerns exactly the integrals of real orbitals on finite grids with symmetric kernels.

```lean
/-- A real array over a finite set of orbital labels is eightfold symmetric if and only if it
consists of the two-electron integrals of real orbitals on the grid with a real symmetric kernel. -/
theorem eightfold_iff_integrals [Fintype ι] [DecidableEq ι] (g : ι → ι → ι → ι → ℝ) :
    EightfoldSymmetric g ↔ ∃ (f : ι → Grid ι → ℝ) (v : Grid ι → Grid ι → ℝ),
      (∀ x y, v x y = v y x) ∧ eri f v = g := by
  constructor
  · intro hg
    obtain ⟨f, -, hf⟩ := integral_representability (ι := ι)
    exact ⟨f, hf g hg⟩
  · rintro ⟨f, v, hv, rfl⟩
    exact eri_eightfold f v hv
```

## (h) Electrons that interact only at the same point

A contact kernel has $v(x,y)=0$ for $x\neq y$ and models a zero-range interaction. Show that then

$$(pq|rs)=(pr|qs).$$

Only $x=y$ contributes:

$$(pq|rs)=\sum_x v(x,x)f_p(x)f_q(x)f_r(x)f_s(x),$$

where all four orbitals enter alike. In particular, the Coulomb integral $(pp|qq)$ equals the exchange integral $(pq|pq)$. `by_cases` separates $x=y$ from $x\neq y$.

```lean
/-- For a contact kernel, which vanishes between different grid points, the integrals are
also unchanged when the two middle indices are exchanged. -/
theorem contact_symmetry [Fintype X] (f : ι → X → ℝ) (v : X → X → ℝ)
    (hv : ∀ x y, x ≠ y → v x y = 0) (p q r s : ι) :
    eri f v p q r s = eri f v p r q s := by
  refine sum_congr rfl fun x _ => sum_congr rfl fun y _ => ?_
  by_cases h : x = y
  · subst h
    ring
  · rw [hv x y h]
    ring
```

## (i) An array beyond contact interactions

On the labels 0 and 1, show that

$$g(p,q,r,s)=\delta_{pq}\delta_{rs}$$

is eightfold symmetric but is not produced by a contact kernel with any real orbitals on any finite grid.

```lean
/-- The array `δ_pq δ_rs` on two orbital indices. -/
def pairArray (p q r s : Fin 2) : ℝ := if p = q ∧ r = s then 1 else 0
```

Exchanging $p,q$, or $r,s$, or the two pairs leaves the product of deltas unchanged. A contact kernel would require $g(0,0,1,1)=g(0,1,0,1)$ by (h), but these entries are 1 and 0. Lean checks the symmetries over all index values with `fin_cases` and obtains the contradiction from `contact_symmetry`. The kernel in (f) therefore cannot always be chosen as a contact kernel.

```lean
/-- The array `δ_pq δ_rs` on two indices is eightfold symmetric, yet no real orbitals on any
finite grid realise it with a contact kernel. -/
theorem contact_not_sufficient : EightfoldSymmetric pairArray ∧
    ∀ (Y : Type) [Fintype Y] (f : Fin 2 → Y → ℝ) (v : Y → Y → ℝ),
      (∀ x y, x ≠ y → v x y = 0) → eri f v ≠ pairArray := by
  refine ⟨⟨?_, ?_, ?_⟩, ?_⟩
  iterate 3
    · intro p q r s
      fin_cases p <;> fin_cases q <;> fin_cases r <;> fin_cases s <;> simp [pairArray]
  · intro Y _ f v hv h
    -- compare the entries (0,0,1,1) and (0,1,0,1)
    have h' := contact_symmetry f v hv 0 0 1 1
    rw [h] at h'
    simp [pairArray] at h'

end

end IntegralRepresentability
```

```lean
#print axioms IntegralRepresentability.eightfold_iff_integrals
#print axioms IntegralRepresentability.contact_not_sufficient
```

```
'IntegralRepresentability.eightfold_iff_integrals' depends on axioms: [propext, Classical.choice, Quot.sound]
'IntegralRepresentability.contact_not_sufficient' depends on axioms: [propext, Classical.choice, Quot.sound]
```
